# The Tamm-Dancoff approximation changes the total energy-weighted dipole strength of excitons by $d^{T}Bd$

## Blocks, amplitudes and modes

Let $i$ label the electron-hole pairs of a finite basis. With real orbitals and a static kernel, the Bethe-Salpeter problem has a resonant block $A$ and a coupling block $B$, both real symmetric matrices over the pairs. Mode $n$ has excitation amplitudes $X_{in}$, de-excitation amplitudes $Y_{in}$ and energy $\Omega_n$, with

$$AX+BY=X\Omega,\qquad BX+AY=-Y\Omega,\qquad \Omega=\mathrm{diag}(\Omega_n).$$

Subtracting and adding these equations gives

$$(A-B)(X-Y)=(X+Y)\Omega,\qquad (A+B)(X+Y)=(X-Y)\Omega.$$

In the code the finite type `ι` labels both pairs and modes. The matrices $X$ and $Y$ are therefore square. Each mode has a partner with $X_n$ and $Y_n$ exchanged and energy $-\Omega_n$; one mode of every such couple is kept, and no couple is left out.

```lean
import Mathlib

open Matrix

namespace ExcitonSumRule

noncomputable section

variable {ι : Type*} [Fintype ι] [DecidableEq ι]
```

A real vector $d$ holds the dipole matrix elements of the pairs along one polarisation direction. For a matrix $Z$ whose columns $Z_n$ are modes, the transition amplitude is

$$\langle d,Z_n\rangle=\sum_i d_i Z_{in}=(d^{T}Z)_n .$$

Lean writes the row-vector product $d^{T}Z$ as `d ᵥ* Z`.

```lean
/-- The amplitude `⟨d, Z_n⟩` of the dipole vector `d` on the `n`-th column of `Z`. -/
def amp (d : ι → ℝ) (Z : Matrix ι ι ℝ) (n : ι) : ℝ := (d ᵥ* Z) n
```

Weighting the squared amplitudes by the energies gives the strength sum

$$S(\Omega,Z,d)=\sum_n\Omega_n\langle d,Z_n\rangle^2 .$$

It is an oscillator-strength sum for one direction, without the prefactors for units, spin and directional averaging.

```lean
/-- The energy-weighted sum of squared transition amplitudes, `∑ Ω_n ⟨d, Z_n⟩²`. -/
def strengthSum (Ω : ι → ℝ) (Z : Matrix ι ι ℝ) (d : ι → ℝ) : ℝ :=
  ∑ n, Ω n * amp d Z n ^ 2
```

For the full problem the dipole couples to $X+Y$. The modes are normalised by $(X+Y)^{T}(X-Y)=1$, whose diagonal entries read $|X_n|^2-|Y_n|^2=1$. The structure `FullModes` records this condition and the first of the two combined equations, which is all that the sum rule uses. Without the second equation the $\Omega_n$ need not be the excitation energies, so the results hold for those energies and for any other numbers that satisfy the two recorded conditions. No sign or ordering of the $\Omega_n$ is assumed.

```lean
/-- Modes of the full problem: the equation `(A - B)(X - Y) = (X + Y) Ω` together with
the normalisation `(X + Y)ᵀ (X - Y) = 1`. -/
structure FullModes (A B X Y : Matrix ι ι ℝ) (Ω : ι → ℝ) : Prop where
  eqn : (A - B) * (X - Y) = (X + Y) * diagonal Ω
  norm : (X + Y)ᵀ * (X - Y) = 1
```

The Tamm-Dancoff approximation drops $B$ and diagonalises $A$; applied to time-dependent Hartree-Fock it is CIS. Its modes are the columns of an orthogonal matrix $C$, with energies $\omega_n$:

$$AC=C\omega,\qquad C^{T}C=1 .$$

```lean
/-- Tamm-Dancoff modes: the columns of `C` are an orthonormal eigenbasis of `A`
with energies `ω`. -/
structure TDAModes (A C : Matrix ι ι ℝ) (ω : ι → ℝ) : Prop where
  eqn : A * C = C * diagonal ω
  norm : Cᵀ * C = 1
```

## Moving the matrix from the modes to the dipole

Both problems have the form $MW=Z\Omega$ with $M$ symmetric. The full problem has $M=A-B$, $Z=X+Y$ and $W=X-Y$, while Tamm-Dancoff has $M=A$ and $Z=W=C$. Multiplying by $d^{T}$ from the left and taking component $n$ gives

$$\Omega_n\langle d,Z_n\rangle=(d^{T}Z\Omega)_n=(d^{T}MW)_n=((Md)^{T}W)_n=\langle Md,W_n\rangle .$$

The third equality uses $M^{T}=M$, which is the auxiliary statement `hd` in the proof. The rewriting then follows the chain from right to left.

```lean
/-- If `M` is symmetric and `M W = Z Ω`, the amplitude of `d` on `Z_n` times the energy
is the amplitude of `M d` on `W_n`. -/
theorem energy_mul_amp {M Z W : Matrix ι ι ℝ} {Ω : ι → ℝ} (hM : M.IsSymm)
    (h : M * W = Z * diagonal Ω) (d : ι → ℝ) (n : ι) :
    Ω n * amp d Z n = amp (M *ᵥ d) W n := by
  -- symmetry moves `M` from the dipole vector to the modes
  have hd : M *ᵥ d = d ᵥ* M := by
    rw [← vecMul_transpose, hM.eq]
  unfold amp
  rw [hd, vecMul_vecMul, h, ← vecMul_vecMul, vecMul_diagonal]
  ring
```

For the full problem this is the length-velocity relation $\Omega_n\langle d,(X+Y)_n\rangle=\langle(A-B)d,(X-Y)_n\rangle$. Here the "velocity" vector is by definition $(A-B)d$. Its equality with the momentum matrix elements would need a commutator relation between the Hamiltonian and the position operator that is consistent with the kernel and the basis, and this is not derived.

## Completeness turns the mode equation into a sum rule

Suppose that $Z^{T}W=1$ as well. For square matrices a one-sided inverse is two-sided, so $WZ^{T}=1$, which is the completeness relation of the modes. Hence

$$M=MWZ^{T}=Z\Omega Z^{T},$$

and for two dipole vectors $d$ and $e$

$$d^{T}Me=(d^{T}Z)\,\Omega\,(Z^{T}e)=\sum_n\Omega_n\langle d,Z_n\rangle\langle e,Z_n\rangle .$$

The proof obtains completeness from `mul_eq_one_comm`, substitutes the resulting form of $M$ and compares the two sums term by term. Symmetry of $M$ is not a hypothesis here, since $Z\Omega Z^{T}$ is symmetric already.

```lean
/-- Sum rule for two dipole vectors: if `M W = Z Ω` and `Zᵀ W = 1`, then
`∑ Ω_n ⟨d, Z_n⟩ ⟨e, Z_n⟩ = dᵀ M e`. -/
theorem bilinear_sum_rule {M Z W : Matrix ι ι ℝ} {Ω : ι → ℝ}
    (h : M * W = Z * diagonal Ω) (hn : Zᵀ * W = 1) (d e : ι → ℝ) :
    ∑ n, Ω n * amp d Z n * amp e Z n = d ⬝ᵥ M *ᵥ e := by
  -- for square matrices biorthogonality implies completeness
  have hc : W * Zᵀ = 1 := mul_eq_one_comm.mp hn
  have hM : M = Z * diagonal Ω * Zᵀ := by
    rw [← h, Matrix.mul_assoc, hc, Matrix.mul_one]
  rw [hM, ← mulVec_mulVec, ← mulVec_mulVec, Matrix.dotProduct_mulVec, mulVec_transpose]
  change _ = ∑ n, (d ᵥ* Z) n * (diagonal Ω *ᵥ (e ᵥ* Z)) n
  refine Finset.sum_congr rfl fun n _ => ?_
  rw [mulVec_diagonal]
  unfold amp
  ring
```

Taking $e=d$ and inserting the full modes gives

$$\sum_n\Omega_n\langle d,(X+Y)_n\rangle^2=d^{T}(A-B)d .$$

The right-hand side needs no diagonalisation. For a finite real-orbital Bethe-Salpeter matrix with all modes computed, it is an independent value against which the summed strengths can be compared. It is not the Thomas-Reiche-Kuhn sum rule, because nothing here relates $d^{T}(A-B)d$ to the number of electrons.

```lean
/-- The strength sum of the full problem is `dᵀ (A - B) d`. -/
theorem full_sum_rule {A B X Y : Matrix ι ι ℝ} {Ω : ι → ℝ}
    (h : FullModes A B X Y Ω) (d : ι → ℝ) :
    strengthSum Ω (X + Y) d = d ⬝ᵥ (A - B) *ᵥ d := by
  rw [← bilinear_sum_rule h.eqn h.norm d d]
  exact Finset.sum_congr rfl fun n _ => by ring
```

With the Tamm-Dancoff modes the same identity reads

$$\sum_n\omega_n\langle d,C_n\rangle^2=d^{T}Ad .$$

```lean
/-- The Tamm-Dancoff strength sum is `dᵀ A d`. -/
theorem tda_sum_rule {A C : Matrix ι ι ℝ} {ω : ι → ℝ}
    (h : TDAModes A C ω) (d : ι → ℝ) :
    strengthSum ω C d = d ⬝ᵥ A *ᵥ d := by
  rw [← bilinear_sum_rule h.eqn h.norm d d]
  exact Finset.sum_congr rfl fun n _ => by ring
```

Subtracting the two sums leaves

$$\sum_n\omega_n\langle d,C_n\rangle^2-\sum_n\Omega_n\langle d,(X+Y)_n\rangle^2=d^{T}Ad-d^{T}(A-B)d=d^{T}Bd .$$

This difference is signed: Tamm-Dancoff overestimates the full sum when $d^{T}Bd>0$ and underestimates it when $d^{T}Bd<0$. The main theorem states, for symmetric $A$ and $B$ and any given full and Tamm-Dancoff modes, the length-velocity relation for every $n$, the full sum rule and this difference. Its proof combines the preceding lemmas and expands $(A-B)d$.

```lean
/-- The full problem obeys the length-velocity relation mode by mode and has strength sum
`dᵀ (A - B) d`; the Tamm-Dancoff strength sum differs from it by `dᵀ B d`. -/
theorem length_velocity_and_sum_rules {A B X Y C : Matrix ι ι ℝ} {Ω ω : ι → ℝ}
    (hA : A.IsSymm) (hB : B.IsSymm)
    (hF : FullModes A B X Y Ω) (hT : TDAModes A C ω) (d : ι → ℝ) :
    (∀ n, Ω n * amp d (X + Y) n = amp ((A - B) *ᵥ d) (X - Y) n) ∧
    strengthSum Ω (X + Y) d = d ⬝ᵥ (A - B) *ᵥ d ∧
    strengthSum ω C d - strengthSum Ω (X + Y) d = d ⬝ᵥ B *ᵥ d := by
  refine ⟨energy_mul_amp (hA.sub hB) hF.eqn d, full_sum_rule hF d, ?_⟩
  rw [tda_sum_rule hT, full_sum_rule hF, sub_mulVec, dotProduct_sub]
  ring
```

## What Tamm-Dancoff does to the length-velocity relation

In the Tamm-Dancoff problem the vector that matches $d$ is $Ad$, so $\omega_n\langle d,C_n\rangle=\langle Ad,C_n\rangle$. If the velocity vector $(A-B)d$ of the full problem is kept, the two sides differ in mode $n$ by

$$\omega_n\langle d,C_n\rangle-\langle(A-B)d,C_n\rangle=\langle Bd,C_n\rangle .$$

The proof applies `energy_mul_amp` with $M=A$ and then uses linearity of the amplitude in the dipole vector. The identity holds for every matrix $B$, symmetric or not.

```lean
/-- In the Tamm-Dancoff approximation the length-velocity relation with `(A - B) d`
is violated in mode `n` by the amplitude of `B d`. -/
theorem tda_length_velocity_defect {A C : Matrix ι ι ℝ} {ω : ι → ℝ}
    (hA : A.IsSymm) (hT : TDAModes A C ω) (B : Matrix ι ι ℝ) (d : ι → ℝ) (n : ι) :
    ω n * amp d C n - amp ((A - B) *ᵥ d) C n = amp (B *ᵥ d) C n := by
  rw [energy_mul_amp hA hT.eqn d n]
  unfold amp
  rw [sub_mulVec, sub_vecMul, Pi.sub_apply]
  ring
```

## Agreement for every real vector $d$ requires $B=0$

For one particular $d$ the quantity $d^{T}Bd$ can vanish although $B\neq0$. In this section $d$ runs over all real vectors over the pairs. The dipole vectors of a given system, one for each polarisation direction, span at most three dimensions, so agreement for all polarisations does not in general imply $B=0$. If the two strength sums agree for all real vectors $d$, then $d^{T}Bd=0$ for all of them. Let $u_i$ be the unit vector of pair $i$. Testing on $u_i$, $u_j$ and $u_i+u_j$ gives

$$0=(u_i+u_j)^{T}B(u_i+u_j)=B_{ii}+B_{ij}+B_{ji}+B_{jj}=2B_{ij},$$

because the diagonal entries vanish by the first two tests and $B_{ij}=B_{ji}$. Conversely, $B=0$ makes both sums equal to $d^{T}Ad$. In the proof, `hq` is the vanishing quadratic form, `he` reads off matrix entries with unit vectors, and `h1`, `h2` and `h3` are the three tests.

```lean
/-- The Tamm-Dancoff and full strength sums agree for every dipole vector exactly when
the coupling block `B` vanishes. -/
theorem strengthSum_eq_iff {A B X Y C : Matrix ι ι ℝ} {Ω ω : ι → ℝ}
    (hB : B.IsSymm) (hF : FullModes A B X Y Ω) (hT : TDAModes A C ω) :
    (∀ d, strengthSum ω C d = strengthSum Ω (X + Y) d) ↔ B = 0 := by
  constructor
  · intro h
    have hq : ∀ d : ι → ℝ, d ⬝ᵥ B *ᵥ d = 0 := by
      intro d
      have h1 := h d
      rw [tda_sum_rule hT, full_sum_rule hF, sub_mulVec, dotProduct_sub] at h1
      linarith
    have he : ∀ i j : ι,
        (Pi.single i (1 : ℝ) : ι → ℝ) ⬝ᵥ B *ᵥ (Pi.single j (1 : ℝ) : ι → ℝ) = B i j := by
      intro i j
      simp
    -- polarisation: test on the sum of two unit vectors
    ext i j
    change B i j = 0
    have h1 := hq (Pi.single i (1 : ℝ) + Pi.single j (1 : ℝ))
    have h2 := hq (Pi.single i (1 : ℝ))
    have h3 := hq (Pi.single j (1 : ℝ))
    simp only [mulVec_add, dotProduct_add, add_dotProduct, he] at h1 h2 h3
    have h4 := hB.apply i j
    linarith
  · intro h d
    rw [tda_sum_rule hT, full_sum_rule hF, h, sub_zero]
```

## Two pairs with both signs of the difference

Take

$$A=\begin{pmatrix}48&0\\0&33\end{pmatrix},\quad B=\begin{pmatrix}-16&-32\\-32&1\end{pmatrix},\quad X+Y=\begin{pmatrix}1&2\\0&2\end{pmatrix},\quad X-Y=\begin{pmatrix}1&0\\-1&\tfrac12\end{pmatrix},$$

with $\Omega=\mathrm{diag}(32,8)$. Then $(X+Y)^{T}(X-Y)=1$ and

$$(A-B)(X-Y)=\begin{pmatrix}32&16\\0&16\end{pmatrix}=(X+Y)\Omega,\qquad (A+B)(X+Y)=\begin{pmatrix}32&0\\-32&4\end{pmatrix}=(X-Y)\Omega .$$

Both combined equations hold, so 32 and 8 are excitation energies of this model, in arbitrary units. Since $A$ is diagonal, the Tamm-Dancoff modes are $C=1$ with energies 48 and 33.

For $d=(1,0)$ the full sum is $32\cdot1^2+8\cdot2^2=64$ and the Tamm-Dancoff sum is 48, a difference of $-16$. For $d=(0,1)$ the sums are 32 and 33, a difference of $+1$. These differences are the diagonal entries of $B$. The numbers are chosen for simple arithmetic and do not come from orbitals and a screened interaction. In the standard spin-singlet kernel a diagonal entry of $B$ is twice a bare exchange integral minus its statically screened counterpart, which is no larger than the bare one, so the entry $-16$ could not occur there.

The theorem confirms the symmetry of $A$ and $B$, both sets of modes and the second combined equation. The proof compares matrix entries, except for $C^{T}C=1$, which is immediate for $C=1$.

```lean
/-- Two electron-hole pairs with non-zero coupling `B`: explicit full modes, which also obey
`(A + B)(X + Y) = (X - Y) Ω`, and explicit Tamm-Dancoff modes. -/
theorem modes_witness :
    (!![48, 0; 0, 33] : Matrix (Fin 2) (Fin 2) ℝ).IsSymm ∧
    (!![-16, -32; -32, 1] : Matrix (Fin 2) (Fin 2) ℝ).IsSymm ∧
    FullModes !![48, 0; 0, 33] !![-16, -32; -32, 1]
      !![1, 1; -1/2, 5/4] !![0, 1; 1/2, 3/4] ![32, 8] ∧
    (!![48, 0; 0, 33] + !![-16, -32; -32, 1] : Matrix (Fin 2) (Fin 2) ℝ) *
        (!![1, 1; -1/2, 5/4] + !![0, 1; 1/2, 3/4]) =
      (!![1, 1; -1/2, 5/4] - !![0, 1; 1/2, 3/4]) * diagonal ![32, 8] ∧
    TDAModes !![48, 0; 0, 33] (1 : Matrix (Fin 2) (Fin 2) ℝ) ![48, 33] := by
  refine ⟨?_, ?_, ⟨?_, ?_⟩, ?_, ⟨?_, ?_⟩⟩
  · unfold Matrix.IsSymm
    ext i j
    fin_cases i <;> fin_cases j <;> rfl
  · unfold Matrix.IsSymm
    ext i j
    fin_cases i <;> fin_cases j <;> rfl
  · ext i j
    fin_cases i <;> fin_cases j <;>
      norm_num [Matrix.mul_apply, Fin.sum_univ_two, Matrix.diagonal_apply]
  · ext i j
    fin_cases i <;> fin_cases j <;>
      norm_num [Matrix.mul_apply, Fin.sum_univ_two, Matrix.transpose_apply]
  · ext i j
    fin_cases i <;> fin_cases j <;>
      norm_num [Matrix.mul_apply, Fin.sum_univ_two, Matrix.diagonal_apply]
  · rw [Matrix.mul_one, Matrix.one_mul]
    ext i j
    fin_cases i <;> fin_cases j <;> norm_num [Matrix.diagonal_apply]
  · rw [Matrix.transpose_one, Matrix.one_mul]

end

end ExcitonSumRule
```

```lean
#print axioms ExcitonSumRule.length_velocity_and_sum_rules
#print axioms ExcitonSumRule.tda_length_velocity_defect
#print axioms ExcitonSumRule.strengthSum_eq_iff
```

```
'ExcitonSumRule.length_velocity_and_sum_rules' depends on axioms: [propext, Classical.choice, Quot.sound]
'ExcitonSumRule.tda_length_velocity_defect' depends on axioms: [propext, Classical.choice, Quot.sound]
'ExcitonSumRule.strengthSum_eq_iff' depends on axioms: [propext, Classical.choice, Quot.sound]
```

## The partner sum rule and the case of one pair

The following consequences are ordinary algebra and have no theorem of their own in the file.

If the second combined equation also holds, the argument for the sum rule can be repeated with $M=A+B$, $Z=X-Y$ and $W=X+Y$. The transposed normalisation is $(X-Y)^{T}(X+Y)=1$, and the result is

$$\sum_n\Omega_n\langle d,(X-Y)_n\rangle^2=d^{T}(A+B)d .$$

For a single pair, $A=a$ and $B=b$ are numbers; let $a>|b|$. With $z=X+Y$ and $X-Y=1/z$, the two combined equations become $a-b=\Omega z^2$ and $(a+b)z^2=\Omega$. Their solution with positive energy is

$$\Omega=\sqrt{a^2-b^2},\qquad z^2=\frac{a-b}{\Omega}.$$

The full strength is $\Omega z^2d^2=(a-b)d^2$ and the Tamm-Dancoff strength is $ad^2$. The Tamm-Dancoff energy $a$ lies above $\Omega$ for either sign of $b\neq0$, whereas the change in strength, $bd^2$, follows the sign of $b$ when $d\neq0$. Both differences vanish as $b\to0$. Negative $b$ is included here as algebra; for a single pair with the standard spin-singlet kernel $b\ge0$, so the strength is not underestimated.
